# Particle-hole equivalence of high-spin characters under real orthogonal orbital transformations

To find the spatial terms of two parallel-spin electrons in a t₂g shell, one can reduce the character of the single empty orbital in place of the two-electron character, once each operation's value has been corrected by a known factor. The problems below derive that factor for parallel spins in one finite shell of real orthonormal orbitals which the symmetry operation maps into itself.

## Occupied sets, minors and characters

Let the shell have N orbitals φ_i, and let a symmetry operation g mix them according to

g φ_j = Σ_i D_ij φ_i.

With all spins parallel, a configuration is a set S of occupied orbitals, and Sᶜ is the set of empty ones. The diagonal matrix element of g in the Slater determinant of S is the determinant of the overlaps ⟨φ_i | g φ_j⟩ with i and j in S. For orthonormal orbitals these overlaps are the entries D_ij. For any square matrix A over the orbitals, write A[S,S] for the submatrix with rows and columns in S, and define

M_S(A) = det A[S,S],

χ_k(A) = Σ_{|S| = k} M_S(A).

The second quantity is the spatial character of k parallel-spin electrons. An empty determinant equals 1, so χ_0(A) = 1.

In Lean the orbitals are the elements of a finite type `n`, so N is `Fintype.card n`. The entries lie in a commutative ring `R`, which becomes ℝ or ℂ when orthogonality or unitarity is needed.

```lean
import Mathlib

open Matrix

namespace ParticleHoleCharacters

noncomputable section

variable {n R : Type*} [Fintype n] [DecidableEq n] [CommRing R]
```

M_S(A) is `slaterMinor A S`. The link to Slater determinants explained above is built into this definition; the file contains no wave functions.

```lean
/-- The diagonal matrix element of the orbital transformation `A` in the Slater determinant
whose occupied orbitals, all with parallel spin, form the set `S`: the principal minor on `S`. -/
def slaterMinor (A : Matrix n n R) (S : Finset n) : R :=
  (A.submatrix (fun i : {i // i ∈ S} => i.1) (fun i : {i // i ∈ S} => i.1)).det
```

χ_k(A) is `highSpinCharacter A k`, where `Finset.powersetCard k Finset.univ` is the collection of all k-element sets of orbitals. Only the spatial factor is described: the action of g on the spins is left out. No theorem here treats a whole symmetry group, so assembling the characters of its operations and reducing them is a separate step.

```lean
/-- The spatial character of `k` electrons with parallel spins: the sum of the diagonal
matrix elements over all choices of `k` occupied orbitals. -/
def highSpinCharacter (A : Matrix n n R) (k : ℕ) : R :=
  ∑ S ∈ Finset.powersetCard k Finset.univ, slaterMinor A S
```

## (a) Diagonal blocks of inverse matrices

Let A have blocks a, b in its first block row and c, d in its second, and let B have blocks p, q and r, s in the same arrangement. The diagonal blocks are square. Show that if AB = 1, then

det a = det A · det s.

The second block column of AB = 1 reads

aq + bs = 0,  cq + ds = 1.

Let C have first block row 1, q and second block row 0, s. The first block column of AC is that of A, and the second follows from the two equations above. So AC has block rows a, 0 and c, 1. Both C and AC are block triangular, with determinants det s and det a. Taking determinants of the product gives det A · det s = det a.

The Lean proof splits the hypothesis into its four block equations and keeps the two used here, `h12` and `h22`. The product AC is computed in `key`, and the determinant rules for block triangular matrices finish the argument.

```lean
/-- For two mutually inverse block matrices, the determinant of the first diagonal block of one
is its full determinant times the determinant of the second diagonal block of the other. -/
theorem det_block_of_mul_eq_one {l m : Type*} [Fintype l] [DecidableEq l]
    [Fintype m] [DecidableEq m]
    (a : Matrix l l R) (b : Matrix l m R) (c : Matrix m l R) (d : Matrix m m R)
    (p : Matrix l l R) (q : Matrix l m R) (r : Matrix m l R) (s : Matrix m m R)
    (h : fromBlocks a b c d * fromBlocks p q r s = 1) :
    a.det = (fromBlocks a b c d).det * s.det := by
  rw [fromBlocks_multiply, ← fromBlocks_one, fromBlocks_inj] at h
  obtain ⟨-, h12, -, h22⟩ := h
  -- keep only the second block column of the inverse
  have key : fromBlocks a b c d * fromBlocks 1 q 0 s = fromBlocks a 0 c 1 := by
    rw [fromBlocks_multiply, h12, h22]
    simp
  have hdet := congrArg Matrix.det key
  rw [det_mul, det_fromBlocks_zero₂₁, det_fromBlocks_zero₁₂, det_one, det_one,
    one_mul, mul_one] at hdet
  exact hdet.symm
```

## (b) Occupied minors and the inverse matrix

Let A and B be matrices over the orbitals with AB = 1. Show that for every set S

M_S(A) = det A · M_{Sᶜ}(B).

List the occupied orbitals first and the empty ones after them. This permutes rows and columns of A in the same way, so the sign of the permutation enters twice and det A is unchanged. The reordered matrices are still inverse to each other. The first diagonal block of A is now A[S,S], and the second diagonal block of B is B[Sᶜ,Sᶜ]. Part (a) gives the equation.

Jacobi's complementary minor identity also treats minors whose row set and column set differ, where a sign appears. Here the same S selects both, which is the case needed for diagonal matrix elements.

In the proof, `e` is the sorting map from occupied plus empty orbitals to all orbitals. `hAB` says that the sorted matrices remain inverse, `hb` is part (a) applied to their blocks, and `det_submatrix_equiv_self` removes the sorting from the full determinant.

```lean
/-- Jacobi's complementary minor identity for principal minors: the minor of `A` on the occupied
orbitals is `det A` times the minor of the inverse matrix on the empty orbitals. -/
theorem slaterMinor_of_mul_eq_one (A B : Matrix n n R) (h : A * B = 1) (S : Finset n) :
    slaterMinor A S = A.det * slaterMinor B Sᶜ := by
  -- sort the orbitals into occupied and empty ones
  let e : {i // i ∈ S} ⊕ {i // i ∈ Sᶜ} ≃ n :=
    (Equiv.sumCongr (Equiv.refl _)
      (Equiv.subtypeEquivRight (fun _ => Finset.mem_compl))).trans
      (Equiv.sumCompl (fun i => i ∈ S))
  have hAB : A.submatrix e e * B.submatrix e e = 1 := by
    rw [submatrix_mul_equiv, h, submatrix_one_equiv]
  have hb := det_block_of_mul_eq_one
    (A.submatrix e e).toBlocks₁₁ (A.submatrix e e).toBlocks₁₂
    (A.submatrix e e).toBlocks₂₁ (A.submatrix e e).toBlocks₂₂
    (B.submatrix e e).toBlocks₁₁ (B.submatrix e e).toBlocks₁₂
    (B.submatrix e e).toBlocks₂₁ (B.submatrix e e).toBlocks₂₂
    (by rw [fromBlocks_toBlocks, fromBlocks_toBlocks]; exact hAB)
  rw [fromBlocks_toBlocks, det_submatrix_equiv_self] at hb
  exact hb
```

## (c) One configuration and its holes

Let D be real and orthogonal. Show that

M_S(D) = det D · M_{Sᶜ}(D).

Orthogonality means D Dᵀ = 1, so part (b) applies with A = D and B = Dᵀ:

M_S(D) = det D · M_{Sᶜ}(Dᵀ).

The submatrix of Dᵀ on Sᶜ is the transpose of the submatrix of D on Sᶜ, and transposition does not change a determinant. Hence M_{Sᶜ}(Dᵀ) = M_{Sᶜ}(D).

The hypothesis `hD : D * Dᵀ = 1` expresses that the operation keeps the real orbitals orthonormal and does not lead out of the shell. The intermediate statement `ht` is the transposition step.

```lean
/-- Particle-hole equivalence for one configuration: for a real orthogonal `D`, the minor on the
occupied orbitals equals `det D` times the minor on the empty orbitals. -/
theorem slaterMinor_orthogonal (D : Matrix n n ℝ) (hD : D * Dᵀ = 1) (S : Finset n) :
    slaterMinor D S = D.det * slaterMinor D Sᶜ := by
  have ht : slaterMinor Dᵀ Sᶜ = slaterMinor D Sᶜ := by
    unfold slaterMinor
    rw [← transpose_submatrix, det_transpose]
  rw [slaterMinor_of_mul_eq_one D Dᵀ hD S, ht]
```

## (d) Summing over holes

Let k + m = N, and let f assign a number to every set of orbitals. Show that

Σ_{|S| = k} f(Sᶜ) = Σ_{|S| = m} f(S).

If S has k elements, Sᶜ has N − k = m elements. Taking the complement twice returns S, so complementation is a one-to-one matching between the k-element and the m-element sets. Both sums therefore contain the same terms.

`Finset.sum_nbij'` asks for exactly this: a map in each direction, here complementation both times, the correct size of the images, the two round trips, and equality of the matched terms. The size count is left to `omega`.

```lean
/-- If `k` electrons and `m` electrons together fill the shell, summing over the empty orbitals
of all `k`-electron configurations is summing over all `m`-electron configurations. -/
theorem sum_over_holes (f : Finset n → R) {k m : ℕ} (hkm : k + m = Fintype.card n) :
    ∑ S ∈ Finset.powersetCard k Finset.univ, f Sᶜ
      = ∑ S ∈ Finset.powersetCard m Finset.univ, f S := by
  refine Finset.sum_nbij' (fun S => Sᶜ) (fun S => Sᶜ) ?_ ?_ ?_ ?_ ?_
  · intro S hS
    have hc := (Finset.mem_powersetCard.mp hS).2
    refine Finset.mem_powersetCard.mpr ⟨Finset.subset_univ _, ?_⟩
    rw [Finset.card_compl]
    omega
  · intro S hS
    have hc := (Finset.mem_powersetCard.mp hS).2
    refine Finset.mem_powersetCard.mpr ⟨Finset.subset_univ _, ?_⟩
    rw [Finset.card_compl]
    omega
  · intro S _
    exact compl_compl S
  · intro S _
    exact compl_compl S
  · intro S _
    rfl
```

## (e) Electron and hole characters

Let D be real and orthogonal, and let k + m = N. Show that

χ_k(D) = det D · χ_m(D).

Insert part (c) in every term of the character, take out the common factor, and use part (d) with f(S) = M_S(D):

χ_k(D) = Σ_{|S| = k} M_S(D)

= det D · Σ_{|S| = k} M_{Sᶜ}(D)

= det D · Σ_{|S| = m} M_S(D)

= det D · χ_m(D).

The determinant is that of the orbital matrix D, not of the 3 × 3 matrix which moves points in space. The hypothesis `hkm` says that the two electron numbers together fill the spatial orbitals once. Lean works from the right-hand side: it rewrites the m-electron sum as a sum over holes, moves `D.det` inside, and compares the terms by part (c).

```lean
/-- Particle-hole equivalence of characters: under a real orthogonal `D`, the high-spin characters
of `k` electrons and of `k` holes differ by the factor `det D`. -/
theorem highSpinCharacter_orthogonal (D : Matrix n n ℝ) (hD : D * Dᵀ = 1) {k m : ℕ}
    (hkm : k + m = Fintype.card n) :
    highSpinCharacter D k = D.det * highSpinCharacter D m := by
  unfold highSpinCharacter
  rw [← sum_over_holes (slaterMinor D) hkm, Finset.mul_sum]
  exact Finset.sum_congr rfl (fun S _ => slaterMinor_orthogonal D hD S)
```

## (f) Complex orbitals

Let U be a unitary matrix over complex orbitals, and let k + m = N. With * for complex conjugation, show that

χ_k(U) = det U · χ_m(U)*.

Now U Uᴴ = 1, where Uᴴ is the conjugate transpose, so part (b) gives

M_S(U) = det U · M_{Sᶜ}(Uᴴ).

The submatrix of Uᴴ on Sᶜ is the conjugate transpose of that of U, so its determinant is M_{Sᶜ}(U)*. Summing over all k-element sets and using part (d) gives the result, because the conjugate of a sum is the sum of the conjugates.

In the code `star` is complex conjugation. `hc` establishes the conjugated minor, and the remaining steps follow part (e).

```lean
/-- For complex orbitals and a unitary `U`, the high-spin character of `k` electrons is `det U`
times the complex conjugate of the character of the complementary number of electrons. -/
theorem highSpinCharacter_unitary (U : Matrix n n ℂ) (hU : U * Uᴴ = 1) {k m : ℕ}
    (hkm : k + m = Fintype.card n) :
    highSpinCharacter U k = U.det * star (highSpinCharacter U m) := by
  have hc : ∀ S, slaterMinor Uᴴ S = star (slaterMinor U S) := by
    intro S
    unfold slaterMinor
    rw [← conjTranspose_submatrix, det_conjTranspose]
  unfold highSpinCharacter
  rw [← sum_over_holes (slaterMinor U) hkm, star_sum, Finset.mul_sum]
  refine Finset.sum_congr rfl (fun S _ => ?_)
  rw [slaterMinor_of_mul_eq_one U Uᴴ hU S, hc]
```

## (g) A single electron

Show that for every square matrix A over the orbitals

χ_1(A) = tr A.

A one-element set S = {i} has the 1 × 1 submatrix with entry A_ii, so M_{i}(A) = A_ii. Summing over all orbitals gives the trace.

`hs` evaluates the 1 × 1 determinant, using that its index set has only one element. `Finset.powersetCard_one` then turns the sum over one-element sets into a sum over orbitals. Orthogonality plays no part.

```lean
/-- The character of a single electron is the trace of the orbital transformation. -/
theorem highSpinCharacter_one (A : Matrix n n R) : highSpinCharacter A 1 = A.trace := by
  have hs : ∀ i, slaterMinor A {i} = A i i := by
    intro i
    have : Subsingleton {x // x ∈ ({i} : Finset n)} :=
      ⟨fun a b => Subtype.ext
        ((Finset.mem_singleton.mp a.2).trans (Finset.mem_singleton.mp b.2).symm)⟩
    have h := det_eq_elem_of_subsingleton
      (A.submatrix (fun j : {x // x ∈ ({i} : Finset n)} => j.1)
        (fun j : {x // x ∈ ({i} : Finset n)} => j.1))
      (⟨i, Finset.mem_singleton_self i⟩ : {x // x ∈ ({i} : Finset n)})
    exact h
  unfold highSpinCharacter
  rw [Finset.powersetCard_one, Finset.sum_map]
  exact Finset.sum_congr rfl (fun i _ => hs i)
```

## (h) A shell with one hole

Let D be real and orthogonal, and let m + 1 = N. Show that

χ_m(D) = det D · tr D.

Part (e), with m electrons and one hole, gives χ_m(D) = det D · χ_1(D), and part (g) replaces χ_1(D) by the trace. This is the shortcut for the t₂g shell with two parallel spins, where N = 3 and m = 2. The Lean proof consists of the same two substitutions.

```lean
/-- For a real orthogonal `D`, parallel-spin electrons that leave exactly one orbital empty have the
character `det D` times the trace of `D`. -/
theorem one_hole_character (D : Matrix n n ℝ) (hD : D * Dᵀ = 1) {m : ℕ}
    (hm : m + 1 = Fintype.card n) :
    highSpinCharacter D m = D.det * D.trace := by
  rw [highSpinCharacter_orthogonal D hD hm, highSpinCharacter_one]
```

## (i) Half of the orbitals occupied

Let D be real and orthogonal with det D = −1, and let k + k = N. Show that

χ_k(D) = 0.

The electron number and the hole number are now equal, so part (e) relates the character to itself:

χ_k(D) = −χ_k(D).

Hence 2χ_k(D) = 0, and the character vanishes. `linarith` takes this last step.

Two terms need care. Half of the spatial orbitals are occupied, whereas the shell usually called half-filled has one parallel electron in every orbital, which is k = N. And the condition `hdet` does not single out the improper operations: inversion acts on a d shell as the identity, with det D = 1, while a proper twofold rotation can act on a twofold shell with det D = −1.

```lean
/-- When the parallel-spin electrons occupy half of the orbitals, their character vanishes for
every orthogonal `D` of determinant `-1`. -/
theorem half_filling_character (D : Matrix n n ℝ) (hD : D * Dᵀ = 1) (hdet : D.det = -1)
    {k : ℕ} (hk : k + k = Fintype.card n) :
    highSpinCharacter D k = 0 := by
  have h := highSpinCharacter_orthogonal D hD hk
  rw [hdet] at h
  linarith
```

## (j) A mirror on a twofold shell

For a real angle t, let D be the 2 × 2 matrix with rows (cos t, sin t) and (sin t, −cos t). For two orbitals that transform like x and y, it describes a mirror whose line in the xy plane makes the angle t/2 with the x axis. Show that this shell with one electron meets all conditions of part (i):

D Dᵀ = 1,  det D = −1,  1 + 1 = N.

Both diagonal entries of D Dᵀ are cos² t + sin² t = 1. The off-diagonal entries are cos t sin t − sin t cos t = 0. The determinant is −cos² t − sin² t = −1, and N = 2. Part (i) then gives χ_1(D) = 0, in agreement with the trace cos t − cos t.

The two orbitals are the elements of `Fin 2`. Lean checks the four entries of the product one by one with `fin_cases` and obtains the determinant from the 2 × 2 formula; both calculations use sin² t + cos² t = 1, stored as `h`.

```lean
/-- For every real `t`, the matrix with rows `(cos t, sin t)` and `(sin t, -cos t)` is orthogonal
with determinant `-1`, and one electron occupies half of the two orbitals. -/
theorem half_filling_character_witness (t : ℝ) :
    let D : Matrix (Fin 2) (Fin 2) ℝ :=
      !![Real.cos t, Real.sin t; Real.sin t, -Real.cos t]
    D * Dᵀ = 1 ∧ D.det = -1 ∧ 1 + 1 = Fintype.card (Fin 2) := by
  intro D
  have h := Real.sin_sq_add_cos_sq t
  refine ⟨?_, ?_, by simp⟩
  · ext i j
    fin_cases i <;> fin_cases j <;>
      simp [D, Matrix.mul_apply, Fin.sum_univ_succ] <;> nlinarith [h]
  · rw [det_fin_two_of]
    linarith [h, sq (Real.sin t), sq (Real.cos t)]

end

end ParticleHoleCharacters
```

```lean
#print axioms ParticleHoleCharacters.highSpinCharacter_orthogonal
-- 'ParticleHoleCharacters.highSpinCharacter_orthogonal' depends on axioms: [propext, Classical.choice, Quot.sound]
#print axioms ParticleHoleCharacters.highSpinCharacter_unitary
-- 'ParticleHoleCharacters.highSpinCharacter_unitary' depends on axioms: [propext, Classical.choice, Quot.sound]
#print axioms ParticleHoleCharacters.one_hole_character
-- 'ParticleHoleCharacters.one_hole_character' depends on axioms: [propext, Classical.choice, Quot.sound]
#print axioms ParticleHoleCharacters.half_filling_character
-- 'ParticleHoleCharacters.half_filling_character' depends on axioms: [propext, Classical.choice, Quot.sound]
```
